# A magnetic group that projects onto G is grey or the graph of a sign homomorphism

## Can time-reversal signs be classified rigorously?

If I attach time reversal to a threefold rotation, the cube of that operation is time reversal on its own, and the black-white group I meant to write down has turned grey. Signs can't be handed out freely, and a list made by trial can contain non-groups or the same group twice.

I learned that magnetic groups over a spatial group \(G\) are either grey or given by an index-two subgroup of unprimed operations, apart from the ordinary group with no primes. I also learned that the square's symmetry group has three such subgroups, two of them equivalent. Can this be made rigorous and checked by machine?

## Signs, kernels and the square

Yes. Write an operation as \((g,s)\), with \(g\in G\) and \(s=\pm1\), where \(-1\) means "combined with time reversal". Let \(M\) be a subgroup of \(G\times\{1,-1\}\) in which every \(g\) occurs with some sign.

**Grey or graph.** Suppose first that \((1,-1)\in M\). If \((g,s)\in M\), then \((g,s)(1,-1)=(g,-s)\in M\), so \(M\) is the whole product. Suppose instead that \((1,-1)\notin M\). If \((g,s)\) and \((g,t)\) are both in \(M\), so is

\[
(g,s)^{-1}(g,t)=(1,st),
\]

hence \(st=1\) and \(s=t\). The sign is therefore a function \(\chi(g)\). Since \((g,\chi(g))(h,\chi(h))=(gh,\chi(g)\chi(h))\) lies in \(M\), we get \(\chi(gh)=\chi(g)\chi(h)\). The graph determines \(\chi\), so \(\chi\) is unique. Conversely, the whole product and every graph contain a sign over each \(g\).

**Kernels.** A nontrivial \(\chi\) takes both values, so its kernel has index two. The kernel determines \(\chi\): the sign is \(+1\) inside and \(-1\) outside. Conversely, let \(H\) have index two and define signs by that rule. If exactly one of \(a,b\) is in \(H\), then \(ab\notin H\). If neither is, then \(b\) lies in the only other coset, \(a^{-1}H\), so \(ab\in H\). The rule is multiplicative.

**Automorphisms.** Pulling the graph of \(\psi\) back along an automorphism \(\alpha\) gives the graph of \(\psi\circ\alpha\), and pulling back \(\ker\psi\) gives \(\ker(\psi\circ\alpha)\). The first is the graph of \(\chi\) exactly when \(\psi\circ\alpha=\chi\), and the second is \(\ker\chi\) under the same condition, because a graph and a kernel each determine their homomorphism.

**The square.** Let \(r\) be the quarter turn and \(m\) a mirror, with \(r^4=m^2=1\) and \(mrm=r^{-1}\). Put \(a=\chi(r)\) and \(b=\chi(m)\). Then \(\chi(r^i)=a^i\) and \(\chi(mr^i)=ba^i\). Any two signs satisfy the relations, so there are three nontrivial choices:

| \((a,b)\) | Kernel |
|---|---|
| \((1,-1)\) | \(\{1,r,r^2,r^3\}\) |
| \((-1,1)\) | \(\{1,r^2,m,mr^2\}\) |
| \((-1,-1)\) | \(\{1,r^2,mr,mr^3\}\) |

The automorphism \(r\mapsto r,\ m\mapsto mr\) exchanges the last two kernels. The first contains \(r\), with \(r^2\neq1\), while every element of the second squares to 1, so no automorphism relates them. That leaves two classes.

### What the Lean statements say

The sign group is `ℤˣ`, the invertible integers. `ProjectsOnto M` says that each `g` occurs with some sign, and `signGraph χ` is the group of pairs \((g,\chi(g))\).

- `grey_or_graph` is an equivalence: `M` projects onto `G` exactly when it contains `(1, -1)` and is everything, or lacks it and is the graph of a unique homomorphism. The graph case includes the trivial \(\chi\), the group with no primed operations.
- `ker_bijOn` says that kernels match the nontrivial homomorphisms one-to-one with all index-two subgroups.
- `graph_comap_iff_ker_comap` is the automorphism statement; `comap` means pullback.
- `square_three_subgroups_two_classes` counts the index-two subgroups of `DihedralGroup 4`, which has order 8, and then their classes `autClass`. Here `r i` is \(r^i\) and `sr i` is \(mr^i\).

The first three hold for any group, finite or infinite. The direct product makes time reversal commute with every spatial operation and square to the identity. That suits magnetic moments, but not spin-½ states, where it squares to \(-1\). Independent spin rotations, as in spin groups, are also absent.

```lean
import Mathlib

open DihedralGroup

namespace MagneticSignGroups

variable {G : Type*} [Group G]

/-- Every spatial operation `g` occurs in `M` with at least one time-reversal sign. -/
def ProjectsOnto (M : Subgroup (G × ℤˣ)) : Prop := ∀ g, ∃ s, (g, s) ∈ M

/-- The magnetic group in which each operation `g` carries the single sign `χ g`. -/
def signGraph (χ : G →* ℤˣ) : Subgroup (G × ℤˣ) where
  carrier := {p | p.2 = χ p.1}
  one_mem' := (map_one χ).symm
  mul_mem' := by
    intro p q hp hq
    change p.2 * q.2 = χ (p.1 * q.1)
    rw [map_mul, show p.2 = χ p.1 from hp, show q.2 = χ q.1 from hq]
  inv_mem' := by
    intro p hp
    change p.2⁻¹ = χ p.1⁻¹
    rw [map_inv, show p.2 = χ p.1 from hp]

/-- Different sign homomorphisms have different graphs. -/
theorem signGraph_injective : Function.Injective (signGraph (G := G)) := by
  intro χ ψ h
  refine MonoidHom.ext fun g => ?_
  have hg : (g, χ g) ∈ signGraph χ := rfl
  rw [h] at hg
  exact hg

/-- A magnetic group projects onto `G` exactly when it is the grey group, containing pure time
reversal, or lacks pure time reversal and is the graph of a unique sign homomorphism. -/
theorem grey_or_graph (M : Subgroup (G × ℤˣ)) :
    ProjectsOnto M ↔ ((1, -1) ∈ M ∧ M = ⊤) ∨
      ((1, -1) ∉ M ∧ ∃! χ : G →* ℤˣ, M = signGraph χ) := by
  constructor
  · intro h
    by_cases hT : ((1, -1) : G × ℤˣ) ∈ M
    · -- time reversal supplies the missing sign over every operation
      refine Or.inl ⟨hT, (Subgroup.eq_top_iff' M).2 ?_⟩
      rintro ⟨g, s⟩
      obtain ⟨t, ht⟩ := h g
      by_cases hst : s = t
      · rw [hst]; exact ht
      · have h2 : s = t * -1 := by
          rcases Int.units_eq_one_or s with rfl | rfl <;>
            rcases Int.units_eq_one_or t with rfl | rfl <;> simp_all
        have h3 := M.mul_mem ht hT
        rw [Prod.mk_mul_mk, mul_one, ← h2] at h3
        exact h3
    · -- without time reversal the sign over each operation is unique
      have uniq : ∀ {g : G} {s t : ℤˣ}, (g, s) ∈ M → (g, t) ∈ M → s = t := by
        intro g s t hs ht
        have h3 := M.mul_mem (M.inv_mem hs) ht
        rw [Prod.inv_mk, Prod.mk_mul_mk, inv_mul_cancel] at h3
        rcases Int.units_eq_one_or (s⁻¹ * t) with h4 | h4
        · exact inv_mul_eq_one.1 h4
        · rw [h4] at h3
          exact absurd h3 hT
      choose f hf using h
      let χ : G →* ℤˣ :=
        { toFun := f
          map_one' := uniq (hf 1) M.one_mem
          map_mul' := fun a b => uniq (hf (a * b)) (M.mul_mem (hf a) (hf b)) }
      have hM : M = signGraph χ := by
        ext ⟨g, s⟩
        constructor
        · intro hs
          exact uniq hs (hf g)
        · intro hs
          have h5 : s = f g := hs
          rw [h5]
          exact hf g
      exact Or.inr ⟨hT, χ, hM, fun ψ hψ => signGraph_injective (hψ.symm.trans hM)⟩
  · rintro (⟨_, rfl⟩ | ⟨_, χ, rfl, _⟩) g
    · exact ⟨1, Subgroup.mem_top _⟩
    · exact ⟨χ g, rfl⟩

/-- A sign homomorphism is determined by its kernel, the set of unprimed operations. -/
theorem sign_eq_of_ker {χ ψ : G →* ℤˣ} (h : χ.ker = ψ.ker) : χ = ψ := by
  refine MonoidHom.ext fun g => ?_
  have hg : χ g = 1 ↔ ψ g = 1 := by
    rw [← MonoidHom.mem_ker, ← MonoidHom.mem_ker, h]
  rcases Int.units_eq_one_or (χ g) with a | a
  · rw [a, hg.1 a]
  · rcases Int.units_eq_one_or (ψ g) with b | b
    · rw [hg.2 b, b]
    · rw [a, b]

/-- Taking kernels is a bijection from the nontrivial sign homomorphisms of `G` to its subgroups
of index two. -/
theorem ker_bijOn : Set.BijOn (fun χ : G →* ℤˣ => χ.ker) {χ | χ ≠ 1} {H | H.index = 2} := by
  classical
  refine ⟨?_, fun χ _ ψ _ h => sign_eq_of_ker h, ?_⟩
  · intro χ hχ
    obtain ⟨g, hg⟩ : ∃ g, χ g ≠ 1 := by
      by_contra hc
      push Not at hc
      exact hχ (MonoidHom.ext hc)
    have hs : Function.Surjective χ := by
      intro s
      rcases Int.units_eq_one_or s with rfl | rfl
      · exact ⟨1, map_one χ⟩
      · exact ⟨g, (Int.units_eq_one_or _).resolve_left hg⟩
    change χ.ker.index = 2
    rw [Subgroup.index_ker, MonoidHom.range_eq_top.2 hs, Subgroup.card_top,
      Nat.card_eq_fintype_card, Fintype.card_units_int]
  · intro H hH
    have hH2 : H.index = 2 := hH
    have hne : (-1 : ℤˣ) ≠ 1 := by decide
    -- sign +1 inside the subgroup, -1 outside
    let χ : G →* ℤˣ :=
      { toFun := fun g => if g ∈ H then 1 else -1
        map_one' := if_pos H.one_mem
        map_mul' := by
          intro a b
          have hab := Subgroup.mul_mem_iff_of_index_two hH2 (a := a) (b := b)
          by_cases ha : a ∈ H <;> by_cases hb : b ∈ H <;> simp [hab, ha, hb] }
    have hk : χ.ker = H := by
      ext g
      change (if g ∈ H then (1 : ℤˣ) else -1) = 1 ↔ g ∈ H
      by_cases hg : g ∈ H <;> simp [hg, hne]
    refine ⟨χ, fun h1 => ?_, hk⟩
    rw [← hk, h1, MonoidHom.ker_one, Subgroup.index_top] at hH2
    omega

/-- An automorphism of `G`, leaving time reversal alone, relates two sign graphs by pullback
exactly when it relates their kernels by pullback. -/
theorem graph_comap_iff_ker_comap (α : G ≃* G) (χ ψ : G →* ℤˣ) :
    (signGraph ψ).comap (α.toMonoidHom.prodMap (MonoidHom.id ℤˣ)) = signGraph χ ↔
      ψ.ker.comap α.toMonoidHom = χ.ker := by
  have h1 : (signGraph ψ).comap (α.toMonoidHom.prodMap (MonoidHom.id ℤˣ)) =
      signGraph (ψ.comp α.toMonoidHom) := by
    ext p; exact Iff.rfl
  have h2 : ψ.ker.comap α.toMonoidHom = (ψ.comp α.toMonoidHom).ker := by
    ext g; exact Iff.rfl
  rw [h1, h2]
  exact ⟨fun h => by rw [signGraph_injective h], fun h => by rw [sign_eq_of_ker h]⟩

/-- All subgroups obtained from `H` by automorphisms of `G`. -/
def autClass (H : Subgroup G) : Set (Subgroup G) :=
  {K | ∃ α : G ≃* G, K = H.comap α.toMonoidHom}

private theorem pow_val (a : ℤˣ) (i j : ZMod 4) :
    a ^ (i + j).val = a ^ i.val * a ^ j.val ∧ a ^ (j - i).val = a ^ i.val * a ^ j.val := by
  rcases Int.units_eq_one_or a with rfl | rfl
  · simp
  · revert i j; decide

/-- The sign homomorphism of the symmetry group of a square with sign `a` on the quarter turn
and sign `b` on a chosen mirror. -/
def squareSign (a b : ℤˣ) : DihedralGroup 4 →* ℤˣ where
  toFun
    | r i => a ^ i.val
    | sr i => b * a ^ i.val
  map_one' := pow_zero a
  map_mul' := by
    rintro (i | i) (j | j)
    · rw [r_mul_r]; exact (pow_val a i j).1
    · rw [r_mul_sr]
      change b * a ^ (j - i).val = a ^ i.val * (b * a ^ j.val)
      rw [(pow_val a i j).2, mul_left_comm]
    · rw [sr_mul_r]
      change b * a ^ (i + j).val = b * a ^ i.val * a ^ j.val
      rw [(pow_val a i j).1, mul_assoc]
    · rw [sr_mul_sr]
      change a ^ (j - i).val = b * a ^ i.val * (b * a ^ j.val)
      rw [(pow_val a i j).2, mul_mul_mul_comm, Int.units_mul_self, one_mul]

/-- Every sign homomorphism of the square's symmetry group is fixed by its signs on the quarter
turn and on one mirror. -/
theorem eq_squareSign (χ : DihedralGroup 4 →* ℤˣ) :
    χ = squareSign (χ (r 1)) (χ (sr 0)) := by
  have hr : ∀ i : ZMod 4, χ (r i) = χ (r 1) ^ i.val := by
    intro i
    rw [← map_pow, r_one_pow, ZMod.natCast_zmod_val]
  refine MonoidHom.ext ?_
  rintro (i | i)
  · exact hr i
  · change χ (sr i) = χ (sr 0) * χ (r 1) ^ i.val
    rw [← hr i, ← map_mul, sr_mul_r, zero_add]

/-- The automorphism of the square's group that fixes rotations and moves each mirror to the
next one. -/
def mirrorShift : DihedralGroup 4 ≃* DihedralGroup 4 where
  toFun
    | r i => r i
    | sr i => sr (i + 1)
  invFun
    | r i => r i
    | sr i => sr (i - 1)
  left_inv := by rintro (i | i) <;> simp
  right_inv := by rintro (i | i) <;> simp
  map_mul' := by
    rintro (i | i) (j | j) <;> simp only [r_mul_r, r_mul_sr, sr_mul_r, sr_mul_sr] <;>
      congr 1 <;> ring

/-- The symmetry group of a square, of order 8, has exactly three subgroups of index two, and
they form exactly two classes under automorphisms. -/
theorem square_three_subgroups_two_classes :
    {H : Subgroup (DihedralGroup 4) | H.index = 2}.ncard = 3 ∧
      (autClass '' {H : Subgroup (DihedralGroup 4) | H.index = 2}).ncard = 2 := by
  have hne : (-1 : ℤˣ) ≠ 1 := by decide
  have va : ∀ a b, squareSign a b (r 1) = a := fun a _ => pow_one a
  have vb : ∀ a b, squareSign a b (sr 0) = b := by
    intro a b
    change b * a ^ (0 : ZMod 4).val = b
    rw [ZMod.val_zero, pow_zero, mul_one]
  have h11 : squareSign 1 1 = 1 := by
    have h := eq_squareSign 1
    simpa using h.symm
  have inj : ∀ {a b c d}, (squareSign a b).ker = (squareSign c d).ker → a = c ∧ b = d := by
    intro a b c d h
    have h' := sign_eq_of_ker h
    exact ⟨by rw [← va a b, h', va], by rw [← vb a b, h', vb]⟩
  -- the three nontrivial choices of signs
  have hset : {H : Subgroup (DihedralGroup 4) | H.index = 2} =
      {(squareSign 1 (-1)).ker, (squareSign (-1) 1).ker, (squareSign (-1) (-1)).ker} := by
    rw [← ker_bijOn.image_eq]
    ext H
    constructor
    · rintro ⟨χ, hχ, rfl⟩
      obtain ⟨a, b, rfl⟩ : ∃ a b, χ = squareSign a b := ⟨_, _, eq_squareSign χ⟩
      rcases Int.units_eq_one_or a with rfl | rfl <;>
        rcases Int.units_eq_one_or b with rfl | rfl
      · exact absurd h11 hχ
      all_goals simp
    · rintro (rfl | rfl | rfl)
      · exact ⟨_, fun h => hne (inj (by rw [h, h11])).2, rfl⟩
      · exact ⟨_, fun h => hne (inj (by rw [h, h11])).1, rfl⟩
      · exact ⟨_, fun h => hne (inj (by rw [h, h11])).1, rfl⟩
  -- the kernel with signs (-1, -1) is the pullback of the one with signs (-1, 1) along the shift
  have hshift : (squareSign (-1) (-1)).ker =
      (squareSign (-1) 1).ker.comap mirrorShift.toMonoidHom := by
    have h : squareSign (-1) (-1) = (squareSign (-1) 1).comp mirrorShift.toMonoidHom := by
      refine MonoidHom.ext ?_
      rintro (i | i)
      · rfl
      · change (-1 : ℤˣ) * (-1) ^ i.val = 1 * (-1) ^ (i + 1).val
        revert i; decide
    rw [h]; rfl
  have hclass : autClass (squareSign (-1) (-1)).ker = autClass (squareSign (-1) 1).ker := by
    rw [hshift]
    ext K
    constructor
    · rintro ⟨α, rfl⟩
      exact ⟨α.trans mirrorShift, rfl⟩
    · rintro ⟨α, rfl⟩
      refine ⟨α.trans mirrorShift.symm, ?_⟩
      ext x
      simp [Subgroup.mem_comap]
  -- every element of the kernel with signs (-1, 1) squares to the identity
  have hsq : ∀ x, squareSign (-1) 1 x = 1 → x * x = 1 := by
    have hi : ∀ i : ZMod 4, (-1 : ℤˣ) ^ i.val = 1 → i + i = 0 := by decide
    rintro (i | i) h
    · rw [r_mul_r, hi i h]; rfl
    · exact sr_mul_self i
  have hdiff : autClass (squareSign 1 (-1)).ker ≠ autClass (squareSign (-1) 1).ker := by
    intro h
    have hm : (squareSign 1 (-1)).ker ∈ autClass (squareSign 1 (-1)).ker :=
      ⟨MulEquiv.refl _, rfl⟩
    rw [h] at hm
    obtain ⟨α, hα⟩ := hm
    have h1 : r 1 ∈ (squareSign 1 (-1)).ker := va 1 (-1)
    rw [hα] at h1
    have h2 : α (r 1) * α (r 1) = 1 := hsq _ h1
    rw [← map_mul, ← map_one α] at h2
    have h3 := α.injective h2
    rw [r_mul_r, one_def] at h3
    exact absurd (r.inj h3) (by decide)
  rw [hset]
  constructor
  · exact Set.ncard_eq_three.2 ⟨_, _, _, fun h => hne (inj h).1.symm,
      fun h => hne (inj h).1.symm, fun h => hne (inj h).2.symm, rfl⟩
  · rw [Set.image_insert_eq, Set.image_pair, hclass, Set.pair_eq_singleton]
    exact Set.ncard_pair hdiff

end MagneticSignGroups
```

```lean
#print axioms MagneticSignGroups.grey_or_graph
-- 'MagneticSignGroups.grey_or_graph' depends on axioms: [propext, Classical.choice, Quot.sound]
#print axioms MagneticSignGroups.graph_comap_iff_ker_comap
-- 'MagneticSignGroups.graph_comap_iff_ker_comap' depends on axioms: [propext, Classical.choice, Quot.sound]
#print axioms MagneticSignGroups.square_three_subgroups_two_classes
-- 'MagneticSignGroups.square_three_subgroups_two_classes' depends on axioms: [propext, Classical.choice, Quot.sound]
```

### How the proof follows the derivation

`grey_or_graph` splits on whether `(1, -1)` is in `M`. In the second case `uniq` is the computation of \((1,st)\), `choose` picks a sign over each element, and `uniq` makes that choice multiplicative. `signGraph_injective` supplies uniqueness.

`sign_eq_of_ker` recovers a homomorphism from its kernel. `ker_bijOn` uses it for injectivity, obtains the index from the size of the image, and builds the inside/outside sign for surjectivity. `graph_comap_iff_ker_comap` rewrites both pullbacks in terms of \(\psi\circ\alpha\).

For the square, `pow_val` handles exponents modulo 4, `squareSign` constructs the homomorphism with given \(a,b\), and `eq_squareSign` shows that there are no others. In the last theorem `hset` lists the three kernels. `hshift` and `hclass` merge two classes through `mirrorShift`, and `hsq` and `hdiff` separate the rotation kernel by squaring.

### Signs in a symmetry search

In an electronic-structure calculation for a magnetic crystal, a symmetry search can store each surviving spatial operation with a time-reversal flag. Within this model of commuting, involutive time reversal, the flags must multiply along the group table unless pure time reversal survives, in which case every operation appears with both. Here \(G\) contains only the spatial parts that survive with some sign, which may be fewer than the symmetries of the nonmagnetic crystal.

For the square, conjugation within \(G\) is too fine an equivalence. Index-two subgroups are normal, so conjugation fixes each one and the square would show three classes. `mirrorShift` corresponds to turning the square's axes by 45°, which is not a symmetry of the square itself but is a legitimate change of axes when point groups are classified. It does not preserve a square lattice, so for space groups the two choices of mirrors can remain different. Abstract automorphisms can also merge too much. In the four-element group made of the identity, a twofold rotation, the mirror perpendicular to its axis and inversion, they permute the last three operations, so all three index-two subgroups form one class although they are geometrically different. A list of magnetic point groups has to keep those apart.
